# Majorana spin-flip probabilities for SU(2) rotations, with the binomial law for the extreme state

## States, rotation and amplitudes

A spin j = N/2 has N+1 levels, represented here by the monomials of degree N in two variables x and y, `X 0` and `X 1` in the code. The monomial x^m y^n, with m+n = N, stands for magnetic quantum number (m−n)/2.

```lean
import Mathlib

open MvPolynomial ComplexConjugate

namespace MajoranaSpinFlip

noncomputable section
```

The rotation is fixed by two complex numbers a and b. A bar denotes complex conjugation, `conj` in the code.

```lean
/-- The matrix `[[a, b], [-conj b, conj a]]` with Cayley-Klein parameters `a` and `b`. -/
def cayleyKlein (a b : ℂ) : Matrix (Fin 2) (Fin 2) ℂ := !![a, b; -conj b, conj a]
```

It acts by substitution, each row of the matrix U giving the image of one variable: x → ax + by and y → −b̄x + āy. On column vectors in the basis (x, y) this is the transpose of U.

```lean
/-- The action of a two-by-two matrix on polynomials in `x = X 0` and `y = X 1` by linear
substitution of the variables. -/
def substitution (U : Matrix (Fin 2) (Fin 2) ℂ) :
    MvPolynomial (Fin 2) ℂ →ₐ[ℂ] MvPolynomial (Fin 2) ℂ :=
  aeval (fun i => ∑ j, C (U i j) * X j)
```

The function `occ m n` records the exponents, and `nrm m n` is √(m! n!).

```lean
/-- The exponent pair of the monomial `x^m y^n`. -/
def occ (m n : ℕ) : Fin 2 →₀ ℕ := Finsupp.single 0 m + Finsupp.single 1 n

/-- The normalisation `√(m! n!)`. -/
def nrm (m n : ℕ) : ℂ := ((Real.sqrt ((m.factorial : ℝ) * n.factorial) : ℝ) : ℂ)
```

The normalised states are ψ(m,n) = x^m y^n/√(m! n!). They are taken as orthonormal, which is the choice for which SU(2) acts unitarily; the code defines no inner product and does not prove this.

```lean
/-- The basis state `x^m y^n / √(m! n!)` of degree `m + n`. -/
def state (m n : ℕ) : MvPolynomial (Fin 2) ℂ := C (nrm m n)⁻¹ * (X 0 ^ m * X 1 ^ n)
```

Write S for the substitution and A(m,n → m',n') for the coefficient of x^m' y^n' in Sψ(m,n), times √(m'! n'!). The transition probability P is |A|².

```lean
/-- The amplitude for `U` to take the state `(m, n)` to the state `(m', n')`: the coefficient of
`x^m' y^n'` in the transformed state, times `√(m'! n'!)`. -/
def amplitude (U : Matrix (Fin 2) (Fin 2) ℂ) (m n m' n' : ℕ) : ℂ :=
  nrm m' n' * coeff (occ m' n') (substitution U (state m n))

/-- The squared modulus of the amplitude from `(m, n)` to `(m', n')`. -/
def transitionProb (a b : ℂ) (m n m' n' : ℕ) : ℝ :=
  ‖amplitude (cayleyKlein a b) m n m' n'‖ ^ 2
```

Throughout, p = |b|². For N = 1 it is the probability of flipping a single spin-1/2.

## (a) Membership in SU(2)

Show that U is in SU(2) exactly when

|a|² + |b|² = 1.

The determinant is aā + bb̄ = |a|² + |b|², so membership forces the condition. Conversely, under the condition both rows have norm one, their inner product is −ab + ba = 0, and the determinant is one. Lean checks the four entries of UU† separately. Physically, the condition says that the two-level evolution conserves probability.

```lean
/-- The matrix with parameters `a`, `b` is in SU(2) exactly when `|a|² + |b|² = 1`. -/
theorem cayleyKlein_mem_iff (a b : ℂ) :
    cayleyKlein a b ∈ Matrix.specialUnitaryGroup (Fin 2) ℂ ↔ ‖a‖ ^ 2 + ‖b‖ ^ 2 = 1 := by
  have h : a * conj a + b * conj b = ((‖a‖ ^ 2 + ‖b‖ ^ 2 : ℝ) : ℂ) := by
    rw [Complex.mul_conj, Complex.mul_conj, Complex.normSq_eq_norm_sq,
      Complex.normSq_eq_norm_sq, Complex.ofReal_add]
  rw [Matrix.mem_specialUnitaryGroup_iff, Matrix.mem_unitaryGroup_iff]
  constructor
  · rintro ⟨_, hd⟩
    rw [cayleyKlein, Matrix.det_fin_two_of] at hd
    apply Complex.ofReal_injective
    rw [← h, Complex.ofReal_one]
    linear_combination hd
  · intro hab
    rw [hab, Complex.ofReal_one] at h
    constructor
    · ext i j
      fin_cases i <;> fin_cases j <;>
        simp [cayleyKlein, Matrix.mul_apply, Fin.sum_univ_two, Matrix.star_eq_conjTranspose]
      all_goals first | linear_combination h | ring
    · rw [cayleyKlein, Matrix.det_fin_two_of]
      linear_combination h
```

## (b) Exponents determine the labels

Show that

occ(i,j) = occ(m,n) implies i = m and j = n.

Evaluate both sides at the first and at the second variable.

```lean
lemma occ_inj {i j m n : ℕ} (h : occ i j = occ m n) : i = m ∧ j = n := by
  have h0 := DFunLike.congr_fun h 0
  have h1 := DFunLike.congr_fun h 1
  simp [occ] at h0 h1
  exact ⟨h0, h1⟩
```

## (c) Every exponent function is a pair

For any exponent function d, show that

occ(d(0), d(1)) = d.

Both sides agree at each of the two variables.

```lean
lemma occ_self (d : Fin 2 →₀ ℕ) : occ (d 0) (d 1) = d := by
  ext i
  fin_cases i <;> simp [occ]
```

## (d) Monomials written out

Show that the monomial with exponents occ(m,n) and coefficient c is

c x^m y^n.

This is the product of the two single-variable powers, multiplied by c.

```lean
lemma monomial_occ (m n : ℕ) (c : ℂ) :
    monomial (occ m n) c = C c * (X 0 ^ m * X 1 ^ n) := by
  simp [occ, X_pow_eq_monomial, monomial_mul, C_mul_monomial]
```

## (e) The normalisation is nonzero

Show that

√(m! n!) ≠ 0.

Factorials are positive, and so is the root.

```lean
lemma nrm_ne (m n : ℕ) : nrm m n ≠ 0 := by
  have h : 0 < Real.sqrt ((m.factorial : ℝ) * n.factorial) := by positivity
  exact Complex.ofReal_ne_zero.mpr h.ne'
```

## (f) The squared normalisation

Show that

|√(m! n!)|² = m! n!.

The root is real and its argument is nonnegative.

```lean
lemma norm_nrm_sq (m n : ℕ) : ‖nrm m n‖ ^ 2 = (m.factorial : ℝ) * n.factorial := by
  rw [nrm, Complex.norm_real, Real.norm_eq_abs, sq_abs, Real.sq_sqrt (by positivity)]
```

## (g) The transformed state

Show that

Sψ(m,n) = (ax + by)^m (−b̄x + āy)^n / √(m! n!).

S respects sums, products and constants, so it suffices to replace x and y.

```lean
lemma substitution_state (a b : ℂ) (m n : ℕ) :
    substitution (cayleyKlein a b) (state m n) = C (nrm m n)⁻¹ *
      ((C a * X 0 + C b * X 1) ^ m * (C (-conj b) * X 0 + C (conj a) * X 1) ^ n) := by
  simp [substitution, state, cayleyKlein, Fin.sum_univ_two, algebraMap_eq]
```

## (h) Amplitudes as matrix elements

Show that, for any a and b,

Sψ(m,n) = Σ A(m,n → m',n') ψ(m',n'), summed over m'+n' = m+n.

By (g) the transformed state is a constant times m+n linear forms, hence homogeneous of degree m+n. If c is its coefficient at x^m' y^n', then Aψ(m',n') = c x^m' y^n', because the square roots cancel. Summing these terms restores the polynomial.

In the proof, `hom` is the homogeneity and `term` the cancellation. Coefficients are then compared: in degree m+n one summand survives, and in any other degree both sides vanish.

```lean
/-- The transformed state is the superposition of the basis states of the same degree, weighted
with the amplitudes. -/
theorem substitution_expansion (a b : ℂ) (m n : ℕ) :
    substitution (cayleyKlein a b) (state m n) =
      ∑ q ∈ Finset.HasAntidiagonal.antidiagonal (m + n),
      amplitude (cayleyKlein a b) m n q.1 q.2 • state q.1 q.2 := by
  have hom : (substitution (cayleyKlein a b) (state m n)).IsHomogeneous (m + n) := by
    have hl (c d : ℂ) : (C c * X 0 + C d * X 1 : MvPolynomial (Fin 2) ℂ).IsHomogeneous 1 :=
      ((isHomogeneous_X ℂ 0).C_mul c).add ((isHomogeneous_X ℂ 1).C_mul d)
    have h := (((hl a b).pow m).mul ((hl (-conj b) (conj a)).pow n)).C_mul (nrm m n)⁻¹
    rw [substitution_state]
    simpa only [one_mul] using h
  have term (q : ℕ × ℕ) : amplitude (cayleyKlein a b) m n q.1 q.2 • state q.1 q.2 =
      monomial (occ q.1 q.2)
        (coeff (occ q.1 q.2) (substitution (cayleyKlein a b) (state m n))) := by
    rw [monomial_occ, smul_eq_C_mul, state, ← mul_assoc, ← C_mul, amplitude,
      mul_right_comm, mul_inv_cancel₀ (nrm_ne _ _), one_mul]
  simp only [term]
  -- compare coefficients; those of another degree vanish
  ext d
  rw [coeff_sum]
  simp only [coeff_monomial]
  by_cases hd : d 0 + d 1 = m + n
  · rw [Finset.sum_eq_single (d 0, d 1)]
    · simp [occ_self]
    · intro q _ hq
      refine if_neg fun h => hq ?_
      rw [← occ_self d] at h
      exact Prod.ext (occ_inj h).1 (occ_inj h).2
    · intro h
      exact absurd (Finset.HasAntidiagonal.mem_antidiagonal.mpr hd) h
  · rw [hom.coeff_eq_zero (by rwa [Finsupp.degree_eq_sum, Fin.sum_univ_two])]
    refine (Finset.sum_eq_zero fun q hq => if_neg fun h => hd ?_).symm
    rw [← occ_self d] at h
    rw [← (occ_inj h).1, ← (occ_inj h).2]
    exact Finset.HasAntidiagonal.mem_antidiagonal.mp hq
```

## (i) Rescaling the variables

In this step P denotes a polynomial, not a probability. Show that the coefficient of x^m y^n in P(ux, vy) is

u^m v^n × (coefficient of x^m y^n in P).

For a single monomial, (ux)^m (vy)^n = u^m v^n x^m y^n. Linearity extends this to sums, which is the induction in the code.

```lean
lemma coeff_scale (u v : ℂ) (P : MvPolynomial (Fin 2) ℂ) (m n : ℕ) :
    coeff (occ m n) (aeval ![C u * X 0, C v * X 1] P : MvPolynomial (Fin 2) ℂ) =
      u ^ m * v ^ n * coeff (occ m n) P := by
  refine MvPolynomial.induction_on' P (fun d c => ?_) (fun p q hp hq => ?_)
  · have h : (aeval ![C u * X 0, C v * X 1] (monomial d c) : MvPolynomial (Fin 2) ℂ) =
        monomial (occ (d 0) (d 1)) (c * u ^ d 0 * v ^ d 1) := by
      rw [← occ_self d, monomial_occ, monomial_occ, occ_self]
      simp only [map_mul, map_pow, aeval_X, aeval_C, algebraMap_eq, Matrix.cons_val_zero,
        Matrix.cons_val_one]
      ring
    rw [h, occ_self, coeff_monomial, coeff_monomial]
    split_ifs with hd
    · rw [← occ_self d] at hd
      rw [(occ_inj hd).1, (occ_inj hd).2]
      ring
    · ring
  · rw [map_add, coeff_add, coeff_add, hp, hq]
    ring
```

## (j) Phases of a and b

Let |u| = |v| = 1. Show that replacing a, b by ua, vb changes the amplitude to

(ūv̄)^n u^m' v^n' A(m,n → m',n').

The first linear form becomes a(ux) + b(vy). Since ūu = v̄v = 1, the second is

−v̄b̄x + ūāy = ūv̄[−b̄(ux) + ā(vy)].

The new state is therefore the old one in the variables ux, vy, times (ūv̄)^n, and (i) supplies the other factors. These two steps are `h1` and `key`.

```lean
/-- Changing the phases of `a` and `b` by `u` and `v` multiplies each amplitude by a product of
powers of these phases and their conjugates. -/
theorem amplitude_phase {u v : ℂ} (hu : ‖u‖ = 1) (hv : ‖v‖ = 1) (a b : ℂ) (m n m' n' : ℕ) :
    amplitude (cayleyKlein (u * a) (v * b)) m n m' n' =
      (conj u * conj v) ^ n * (u ^ m' * v ^ n') * amplitude (cayleyKlein a b) m n m' n' := by
  have unit {w : ℂ} (hw : ‖w‖ = 1) : conj w * w = 1 := by
    rw [mul_comm, Complex.mul_conj, Complex.normSq_eq_norm_sq, hw]
    norm_num
  -- the second linear form is the old one in the variables `u x`, `v y`, up to a phase
  have h1 : (C (-conj (v * b)) * X 0 + C (conj (u * a)) * X 1 : MvPolynomial (Fin 2) ℂ) =
      C (conj u * conj v) * (C (-conj b) * (C u * X 0) + C (conj a) * (C v * X 1)) := by
    have e1 : -conj (v * b) = conj u * conj v * (-conj b) * u := by
      rw [map_mul]
      linear_combination (conj v * conj b) * unit hu
    have e2 : conj (u * a) = conj u * conj v * conj a * v := by
      rw [map_mul]
      linear_combination (-(conj u * conj a)) * unit hv
    rw [e1, e2]
    simp only [C_mul]
    ring
  have key : substitution (cayleyKlein (u * a) (v * b)) (state m n) =
      C ((conj u * conj v) ^ n) *
        aeval ![C u * X 0, C v * X 1] (substitution (cayleyKlein a b) (state m n)) := by
    rw [substitution_state, substitution_state, h1, mul_pow]
    simp only [map_mul, map_add, map_pow, aeval_X, aeval_C, algebraMap_eq,
      Matrix.cons_val_zero, Matrix.cons_val_one]
    ring
  rw [amplitude, key, coeff_C_mul, coeff_scale, amplitude]
  ring
```

## (k) Equal moduli differ by a phase

Given |z|² = |w|², find u with

|u| = 1 and w = uz.

If z ≠ 0, take u = w/z. If z = 0, then w = 0 and u = 1 works.

```lean
lemma exists_phase {z w : ℂ} (h : ‖z‖ ^ 2 = ‖w‖ ^ 2) : ∃ u : ℂ, ‖u‖ = 1 ∧ w = u * z := by
  have h' : ‖z‖ = ‖w‖ := (sq_eq_sq₀ (norm_nonneg _) (norm_nonneg _)).mp h
  by_cases hz : z = 0
  · refine ⟨1, norm_one, ?_⟩
    rw [hz, norm_zero] at h'
    rw [hz, mul_zero, norm_eq_zero.mp h'.symm]
  · refine ⟨w / z, ?_, (div_mul_cancel₀ w hz).symm⟩
    rw [norm_div, ← h', div_self (norm_ne_zero_iff.mpr hz)]
```

## (l) Only p matters

Let (a,b) and (a',b') both satisfy the condition in (a), with |b|² = |b'|². Show that for all labels

P(m,n → m',n') is the same for both rotations.

Normalisation gives |a|² = 1−p = |a'|². By (k), a' = ua and b' = vb with unit phases, and by (j) the amplitudes differ by a factor of modulus one.

```lean
/-- Two SU(2) rotations with the same `p = |b|²` have the same transition probabilities between
all pairs of basis states. -/
theorem transitionProb_eq_of_flip_eq {a b a' b' : ℂ} (h : ‖a‖ ^ 2 + ‖b‖ ^ 2 = 1)
    (h' : ‖a'‖ ^ 2 + ‖b'‖ ^ 2 = 1) (hp : ‖b‖ ^ 2 = ‖b'‖ ^ 2) (m n m' n' : ℕ) :
    transitionProb a b m n m' n' = transitionProb a' b' m n m' n' := by
  obtain ⟨u, hu, rfl⟩ := exists_phase (show ‖a‖ ^ 2 = ‖a'‖ ^ 2 by linarith)
  obtain ⟨v, hv, rfl⟩ := exists_phase hp
  rw [transitionProb, transitionProb, amplitude_phase hu hv]
  simp only [norm_mul, norm_pow, RCLike.norm_conj, hu, hv, one_pow, one_mul]
```

## (m) Amplitude from the extreme state

Show that

A(m+k,0 → m,k) = √(m! k!)/√((m+k)!) · C(m+k,m) a^m b^k.

Here C(m+k,m) is the binomial coefficient, `choose` in the code, where `C` marks a constant polynomial. By (g) the transformed state is (ax + by)^(m+k)/√((m+k)!). The binomial theorem gives the coefficient of x^m y^k, and the definition of A multiplies it by √(m! k!).

```lean
lemma amplitude_extreme (a b : ℂ) (m k : ℕ) :
    amplitude (cayleyKlein a b) (m + k) 0 m k =
      nrm m k * ((nrm (m + k) 0)⁻¹ * (((m + k).choose m : ℂ) * a ^ m * b ^ k)) := by
  have term (q : ℕ × ℕ) : (m + k).choose q.1 •
      ((C a * X 0) ^ q.1 * (C b * X 1) ^ q.2 : MvPolynomial (Fin 2) ℂ) =
      monomial (occ q.1 q.2) (((m + k).choose q.1 : ℂ) * a ^ q.1 * b ^ q.2) := by
    rw [monomial_occ, nsmul_eq_mul]
    simp only [map_mul, map_pow, map_natCast]
    ring
  rw [amplitude, substitution_state, pow_zero, mul_one, coeff_C_mul,
    (Commute.all _ _).add_pow']
  simp only [term]
  rw [coeff_sum, Finset.sum_eq_single (m, k)]
  · simp only [coeff_monomial, if_true]
  · intro q _ hq
    rw [coeff_monomial]
    exact if_neg fun h => hq (Prod.ext (occ_inj h).1 (occ_inj h).2)
  · intro h
    exact (h (Finset.HasAntidiagonal.mem_antidiagonal.mpr (show m + k = m + k from rfl))).elim
```

## (n) The binomial law

For k ≤ N and |a|² + |b|² = 1, show that

P(N,0 → N−k,k) = C(N,k) p^k (1−p)^(N−k).

Put m = N−k and square (m):

P = (m! k!/N!) C(N,m)² |a|^(2m) |b|^(2k).

Since C(N,m) m! k! = N!, one binomial coefficient cancels (`hF`). Finally |a|² = 1−p and C(N,m) = C(N,k).

Majorana's general formula also gives closed expressions for intermediate initial levels; for those, the results here are the dependence on p alone, from (l), and complete inversion at p = 1, in (p).

```lean
/-- Majorana's formula for the extreme state: under an SU(2) rotation, from `x^N` the state `x^(N-k)
y^k` is reached with probability `C(N,k) p^k (1-p)^(N-k)`, where `p = |b|²`. -/
theorem majorana_binomial {a b : ℂ} (h : ‖a‖ ^ 2 + ‖b‖ ^ 2 = 1) {N k : ℕ} (hk : k ≤ N) :
    transitionProb a b N 0 (N - k) k =
      (N.choose k : ℝ) * (‖b‖ ^ 2) ^ k * (1 - ‖b‖ ^ 2) ^ (N - k) := by
  obtain ⟨m, rfl⟩ := Nat.exists_eq_add_of_le' hk
  have ha : 1 - ‖b‖ ^ 2 = ‖a‖ ^ 2 := by linarith
  have hc : ((m + k).choose m : ℝ) * m.factorial * k.factorial = (m + k).factorial := by
    have := Nat.choose_mul_factorial_mul_factorial (Nat.le_add_right m k)
    rw [Nat.add_sub_cancel_left] at this
    exact_mod_cast this
  have hN : ((m + k).factorial : ℝ) ≠ 0 := by positivity
  -- the factorials cancel one of the two binomial coefficients
  have hF : (m.factorial : ℝ) * k.factorial * ((m + k).factorial : ℝ)⁻¹ *
      ((m + k).choose m : ℝ) = 1 := by
    calc _ = (((m + k).choose m : ℝ) * m.factorial * k.factorial) *
          ((m + k).factorial : ℝ)⁻¹ := by ring
      _ = 1 := by rw [hc, mul_inv_cancel₀ hN]
  rw [Nat.add_sub_cancel, ha, transitionProb, amplitude_extreme, ← Nat.choose_symm_add]
  simp only [norm_mul, mul_pow, norm_inv, inv_pow, norm_nrm_sq, norm_pow,
    Complex.norm_natCast, Nat.factorial_zero, Nat.cast_one, mul_one]
  linear_combination (((m + k).choose m : ℝ) * (‖b‖ ^ 2) ^ k * (‖a‖ ^ 2) ^ m) * hF
```

## (o) Total probability

Under the same condition, show that

Σ P(N,0 → N−k,k) = 1, summed over k = 0, …, N.

By (n) the sum is (p + 1 − p)^N = 1.

```lean
/-- For an SU(2) rotation, the probabilities of reaching the states `x^(N-k) y^k` from `x^N` add up
to one. -/
theorem extreme_probabilities_sum {a b : ℂ} (h : ‖a‖ ^ 2 + ‖b‖ ^ 2 = 1) (N : ℕ) :
    ∑ k ∈ Finset.range (N + 1), transitionProb a b N 0 (N - k) k = 1 := by
  calc _ = ∑ k ∈ Finset.range (N + 1),
        (‖b‖ ^ 2) ^ k * (1 - ‖b‖ ^ 2) ^ (N - k) * (N.choose k : ℝ) := by
        refine Finset.sum_congr rfl fun k hk => ?_
        rw [majorana_binomial h (Nat.lt_succ_iff.mp (Finset.mem_range.mp hk))]
        ring
    _ = 1 := by rw [← add_pow, add_sub_cancel, one_pow]
```

## (p) Complete inversion

For a = 0 and |b| = 1, show that

P(m,n → n,m) = 1.

Now x → by and y → −b̄x, so x^m y^n becomes b^m (−b̄)^n x^n y^m. The normalisation is symmetric in m and n, and the prefactor has modulus one. The magnetic quantum number changes sign.

```lean
/-- For `a = 0` and `|b| = 1` every basis state `(m, n)` goes to `(n, m)` with probability one. -/
theorem complete_inversion {b : ℂ} (hb : ‖b‖ = 1) (m n : ℕ) :
    transitionProb 0 b m n n m = 1 := by
  have h : substitution (cayleyKlein 0 b) (state m n) =
      monomial (occ n m) ((nrm m n)⁻¹ * b ^ m * (-conj b) ^ n) := by
    rw [substitution_state, monomial_occ]
    simp only [map_zero, zero_mul, zero_add, add_zero, map_mul, map_pow]
    ring
  have hs : nrm n m = nrm m n := by rw [nrm, nrm, mul_comm]
  rw [transitionProb, amplitude, h, coeff_monomial, if_pos rfl, hs, ← mul_assoc, ← mul_assoc,
    mul_inv_cancel₀ (nrm_ne m n)]
  simp only [norm_mul, norm_pow, norm_neg, RCLike.norm_conj, hb, norm_one, one_pow, mul_one]

end

end MajoranaSpinFlip
```

```lean
#print axioms MajoranaSpinFlip.transitionProb_eq_of_flip_eq
#print axioms MajoranaSpinFlip.majorana_binomial
#print axioms MajoranaSpinFlip.extreme_probabilities_sum
#print axioms MajoranaSpinFlip.complete_inversion
```

```
'MajoranaSpinFlip.transitionProb_eq_of_flip_eq' depends on axioms: [propext, Classical.choice, Quot.sound]
'MajoranaSpinFlip.majorana_binomial' depends on axioms: [propext, Classical.choice, Quot.sound]
'MajoranaSpinFlip.extreme_probabilities_sum' depends on axioms: [propext, Classical.choice, Quot.sound]
'MajoranaSpinFlip.complete_inversion' depends on axioms: [propext, Classical.choice, Quot.sound]
```

## Spin simulations and the matrix description

For a single spin whose Hamiltonian is linear in the spin operators, with classical, possibly time-dependent coefficients, a program can propagate a spin-1/2 with the same coefficients, take p as the squared modulus of an off-diagonal element of the 2×2 propagator, and fill all N+1 populations from (n) if the spin starts in the extreme level x^N. This also tests a direct (N+1)-dimensional propagation. The theorems take a and b as given; they do not solve the equation of motion.

The levels could also be modelled as vectors in ℂ^(N+1), with the rotation as the exponential of an anti-Hermitian spin matrix. Conservation of probability from every initial level would then follow at once, but the binomial law would require the matrix elements of that exponential.
